# Sums over distinct neighbours are polynomials in the occupation counts when the neighbour states are finite in number

## The neighbour that interacts with itself

Suppose the energy of an atom contains a sum over ordered pairs of its distinct neighbours. If the pair function is a product of two single-neighbour functions, it is tempting to replace the pair sum by a product of two sums over single neighbours, which is cheaper. Every neighbour is then also paired with itself, and the energy is in general wrong. For triples and larger groups the spurious terms multiply, since any two or more members of the group may coincide. It is then unclear whether the corrected energy is still a simple function of single-neighbour quantities.

It is, even for functions that are not products, if each neighbour is in one of finitely many states, such as a chemical species together with a cell of a spatial grid. The sum over ordered $k$-tuples of distinct neighbours is then a polynomial of total degree at most $k$ in the numbers of neighbours in each state. For potentials built from such sums up to a fixed $k$, the energy can be evaluated from the counts. The number of terms does not grow with the number of neighbours, but in general it grows with the number of states, and so with the fineness of a grid. Passing from continuous positions to a finite list of states is an approximation that the theorem takes as already made.

## One polynomial for all environments

Let $X$ be the finite set of states. An environment has $N$ neighbours, labelled $i=0,\dots,N-1$, with states $\sigma_i\in X$. In Lean it is a term `E : Env X`, where `E.1` is $N$ and `E.2` is the map $i\mapsto\sigma_i$. Several neighbours may share a state, and $N$ may be zero.

For a kernel $f:X^k\to\mathbb R$, `bodySum k f E` is

$$S_k[f]=\sum_{t_0,\dots,t_{k-1}\ \text{distinct}} f(\sigma_{t_0},\dots,\sigma_{t_{k-1}}).$$

Distinctness is the condition `Function.Injective t`; it concerns the labels of the neighbours and not their states. Two conventions matter. The number $k$ counts neighbours only, so with the central atom included this is a $(k+1)$-body term in the usual naming. The tuples are ordered, so a symmetric kernel counts each group of neighbours $k!$ times.

The occupation count $n_a$, the number of neighbours in state $a$, is `occ E.2 a`.

The theorem `bodySum_polynomial` says that for each $k$ and $f$ there is a polynomial $P$, with one variable per state and total degree at most $k$, such that $S_k[f]=P(n)$ in every environment. Because $P$ is chosen before `E`, its coefficients do not depend on $N$. The kernel need not be symmetric.

This is one half of a completeness statement. The other half, that every polynomial in the counts is a combination of such sums, is left unproved here.

## Adding one neighbour at a time

For $k=0$ there is only the empty tuple, so $S_0[f]$ is a constant.

Now take a kernel $g$ of $k+1$ arguments. Fix distinct $t_0,\dots,t_{k-1}$ and write $\sigma_t$ for their states. The additional neighbour $i$ must avoid all the $t_j$. As these are distinct, each forbidden value is removed exactly once:

$$\sum_{i\notin\{t_j\}} g(\sigma_i,\sigma_t)=\sum_{i=0}^{N-1} g(\sigma_i,\sigma_t)-\sum_{j=0}^{k-1} g(\sigma_{t_j},\sigma_t).$$

In the free sum, neighbours in the same state contribute equally, so $\sum_i h(\sigma_i)=\sum_a n_a h(a)$ for any function $h$ on $X$. Summing over $t$ gives

$$S_{k+1}[g]=\sum_a n_a\,S_k[g(a,\cdot)]-S_k[g'],\qquad g'(x)=\sum_{j=0}^{k-1} g(x_j,x).$$

If every $k$-neighbour sum is a polynomial of degree at most $k$, the first term has degree at most $k+1$ and the second at most $k$. Induction gives the result.

Two steps of the recursion give the pair formula:

$$S_2[f]=\sum_{a,b} n_a n_b f(a,b)-\sum_a n_a f(a,a).$$

The linear term removes the self-interaction.

The recursion can also be read backwards. Choose $g(b,x)=f(x)$ if $b=a$ and $0$ otherwise. Then $g'(x)=m_a(x)f(x)$, where $m_a(x)$ is the number of entries of $x$ equal to $a$, and

$$n_a S_k[f]=S_{k+1}[g]+S_k[m_a f].$$

Multiplying by a count therefore gives sums over distinct neighbours again.

## Three neighbours in two states

Let the neighbours have states $A,A,B$, so $n_A=2$ and $n_B=1$. Take $f(A,A)=1$, $f(A,B)=f(B,A)=2$ and $f(B,B)=5$.

Directly, there are two ordered pairs of type $AA$ and four mixed ones, so $S_2[f]=2\cdot1+4\cdot2=10$. From the counts, the quadratic part is $4+4+4+5=17$ and the self-interaction is $2\cdot1+1\cdot5=7$, which again leaves $10$. The quadratic part alone would include a $BB$ energy although there is only one $B$.

## The Lean file

```lean
import Mathlib

open Finset

namespace DiscreteEnvironments

/-- An atomic environment: a number of neighbours and the state of each of them. -/
abbrev Env (X : Type*) := Σ N : ℕ, Fin N → X

variable {X : Type*}

/-- The `k`-body sum of the kernel `f`: the sum of `f` over all ordered `k`-tuples of
pairwise distinct neighbours. -/
def bodySum (k : ℕ) (f : (Fin k → X) → ℝ) (E : Env X) : ℝ :=
  ∑ t : Fin k → Fin E.1 with Function.Injective t, f (E.2 ∘ t)

/-- The occupation count: how many members of the family `s` are in state `a`. -/
def occ [DecidableEq X] {N : ℕ} (s : Fin N → X) (a : X) : ℝ :=
  (#{i | s i = a} : ℕ)

/-- The zero-body sum is the constant value of its kernel. -/
theorem bodySum_zero (f : (Fin 0 → X) → ℝ) (E : Env X) :
    bodySum 0 f E = f (fun i => i.elim0) := by
  rw [bodySum, sum_filter, Fintype.sum_subsingleton _ (fun i : Fin 0 => i.elim0),
    if_pos (Function.injective_of_subsingleton _)]
  exact congrArg f (Subsingleton.elim _ _)

variable [Fintype X] [DecidableEq X]

/-- Adding one neighbour to a `k`-body sum: let it run freely over all neighbours, then
subtract the terms in which it coincides with one of the `k` neighbours already chosen. -/
theorem bodySum_succ (k : ℕ) (g : (Fin (k + 1) → X) → ℝ) (E : Env X) :
    bodySum (k + 1) g E =
      ∑ a, occ E.2 a * bodySum k (fun x => g (Matrix.vecCons a x)) E
        - bodySum k (fun x => ∑ j, g (Matrix.vecCons (x j) x)) E := by
  -- a sum over states weighted by counts is a sum over neighbours
  have hocc : ∀ h : X → ℝ, ∑ a, occ E.2 a * h a = ∑ i, h (E.2 i) := by
    intro h
    simp only [occ, ← Finset.sum_boole, Finset.sum_mul]
    rw [Finset.sum_comm]
    simp
  -- split a tuple into its first entry and the rest
  have e : bodySum (k + 1) g E = ∑ t : Fin k → Fin E.1, ∑ i : Fin E.1,
      if Function.Injective (Matrix.vecCons i t)
        then g (Matrix.vecCons (E.2 i) (E.2 ∘ t)) else 0 := by
    rw [bodySum, sum_filter, ← (Fin.consEquiv fun _ => Fin E.1).sum_comp,
      Fintype.sum_prod_type_right]
    refine sum_congr rfl fun t _ => sum_congr rfl fun i _ => ?_
    have hc : E.2 ∘ (Matrix.vecCons i t) = Matrix.vecCons (E.2 i) (E.2 ∘ t) := by
      funext j
      refine Fin.cases ?_ (fun j => ?_) j <;> simp
    rw [← hc]
    rfl
  have r : ∑ i, bodySum k (fun x => g (Matrix.vecCons (E.2 i) x)) E
      = ∑ t : Fin k → Fin E.1, ∑ i : Fin E.1,
        if Function.Injective t then g (Matrix.vecCons (E.2 i) (E.2 ∘ t)) else 0 := by
    simp only [bodySum, sum_filter]
    exact Finset.sum_comm
  rw [e, hocc (fun a => bodySum k (fun x => g (Matrix.vecCons a x)) E), r, bodySum,
    sum_filter, ← sum_sub_distrib]
  refine sum_congr rfl fun t _ => ?_
  by_cases ht : Function.Injective t
  · -- the new neighbour must avoid the image of the tuple
    simp only [if_pos ht]
    let h : Fin E.1 → ℝ := fun i => g (Matrix.vecCons (E.2 i) (E.2 ∘ t))
    have h1 : ∑ i ∈ univ.image t, h i = ∑ j, h (t j) :=
      Finset.sum_image (fun a _ b _ hab => ht hab)
    have h2 := Finset.sum_add_sum_compl (univ.image t) h
    have h3 : ∑ i, (if i ∉ univ.image t then h i else 0) = ∑ i ∈ (univ.image t)ᶜ, h i := by
      rw [← Finset.sum_filter]
      congr 1
      ext i
      simp
    have h4 : ∑ i, (if i ∉ univ.image t then h i else 0) = ∑ i, h i - ∑ j, h (t j) := by
      linarith
    refine Eq.trans (sum_congr rfl fun i _ => ?_) h4
    have hi : Function.Injective (Matrix.vecCons i t) ↔ i ∉ univ.image t :=
      Fin.cons_injective_iff.trans (by simp [ht])
    exact if_congr hi rfl rfl
  · have hi : ∀ i, ¬ Function.Injective (Matrix.vecCons i t) :=
      fun i h => ht (Fin.cons_injective_iff.1 h).2
    simp [ht, hi]

/-- An occupation count times a `k`-body sum is a `(k+1)`-body sum plus a `k`-body sum. -/
theorem occ_mul_bodySum (k : ℕ) (f : (Fin k → X) → ℝ) (a : X) (E : Env X) :
    occ E.2 a * bodySum k f E =
      bodySum (k + 1) (fun x => if x 0 = a then f (fun j => x j.succ) else 0) E
        + bodySum k (fun x => occ x a * f x) E := by
  suffices H : ∀ g : (Fin (k + 1) → X) → ℝ,
      (∀ b x, g (Matrix.vecCons b x) = if b = a then f x else 0) →
      occ E.2 a * bodySum k f E = bodySum (k + 1) g E
        + bodySum k (fun x => occ x a * f x) E from H _ (fun b x => by simp)
  intro g hg
  have h1 : ∀ b, bodySum k (fun x => if b = a then f x else 0) E
      = if b = a then bodySum k f E else 0 := by
    intro b
    by_cases h : b = a <;> simp [h, bodySum]
  have h2 : ∀ x : Fin k → X, (∑ j, if x j = a then f x else 0) = occ x a * f x := by
    intro x
    rw [occ, ← Finset.sum_boole, Finset.sum_mul]
    simp only [ite_mul, one_mul, zero_mul]
  rw [bodySum_succ]
  simp only [hg, h1, h2]
  simp

/-- For finitely many neighbour states and each kernel `f` there is one polynomial of total
degree at most `k` in the occupation counts that gives the `k`-body sum of `f` in every
environment. -/
theorem bodySum_polynomial (k : ℕ) (f : (Fin k → X) → ℝ) :
    ∃ P : MvPolynomial X ℝ, P.totalDegree ≤ k ∧
      ∀ E : Env X, bodySum k f E = MvPolynomial.eval (occ E.2) P := by
  induction k with
  | zero =>
    exact ⟨MvPolynomial.C (f fun i => i.elim0), by simp,
      fun E => by rw [bodySum_zero, MvPolynomial.eval_C]⟩
  | succ k ih =>
    -- the recursion multiplies by one count and subtracts a term of lower order
    choose P hd hP using ih
    refine ⟨∑ a, MvPolynomial.X a * P (fun x => f (Matrix.vecCons a x))
      - P (fun x => ∑ j, f (Matrix.vecCons (x j) x)), ?_, fun E => ?_⟩
    · refine (MvPolynomial.totalDegree_sub _ _).trans (max_le ?_ ((hd _).trans k.le_succ))
      refine Finset.sum_induction _ (fun q : MvPolynomial X ℝ => q.totalDegree ≤ k + 1)
        (fun p q hp hq => (MvPolynomial.totalDegree_add p q).trans (max_le hp hq))
        (by simp) fun a _ => ?_
      have h1 := MvPolynomial.totalDegree_mul (MvPolynomial.X a)
        (P (fun x => f (Matrix.vecCons a x)))
      have h2 := hd (fun x => f (Matrix.vecCons a x))
      rw [MvPolynomial.totalDegree_X] at h1
      exact h1.trans (by omega)
    · rw [bodySum_succ]
      simp only [map_sub, map_sum, map_mul, MvPolynomial.eval_X, hP]

/-- The pair sum is quadratic in the occupation counts, with a linear term that removes the
interaction of each neighbour with itself. -/
theorem pair_sum (f : X → X → ℝ) (E : Env X) :
    bodySum 2 (fun x => f (x 0) (x 1)) E =
      ∑ a, ∑ b, occ E.2 a * occ E.2 b * f a b - ∑ a, occ E.2 a * f a a := by
  have hv : ∀ a : X, Matrix.vecCons a (fun i : Fin 0 => i.elim0) = fun _ => a := by
    intro a
    funext i
    fin_cases i
    rfl
  have h1 : ∀ g : (Fin 1 → X) → ℝ,
      bodySum 1 g E = ∑ a, occ E.2 a * g (fun _ => a) := by
    intro g
    refine (bodySum_succ 0 g E).trans ?_
    simp only [bodySum_zero, hv, univ_eq_empty, sum_empty, sub_zero]
  refine (bodySum_succ 1 _ E).trans ?_
  simp only [h1]
  simp [Finset.mul_sum, mul_assoc]

end DiscreteEnvironments
```

```lean
#print axioms DiscreteEnvironments.occ_mul_bodySum
#print axioms DiscreteEnvironments.bodySum_polynomial
#print axioms DiscreteEnvironments.pair_sum
```

```
'DiscreteEnvironments.occ_mul_bodySum' depends on axioms: [propext, Classical.choice, Quot.sound]
'DiscreteEnvironments.bodySum_polynomial' depends on axioms: [propext, Classical.choice, Quot.sound]
'DiscreteEnvironments.pair_sum' depends on axioms: [propext, Classical.choice, Quot.sound]
```

## From the recursion to the theorems

`bodySum_zero` evaluates the sum over the single empty tuple.

`bodySum_succ` is the recursion, with `Matrix.vecCons a x` standing for the tuple $(a,x)$. Inside it, `hocc` converts sums over states weighted by counts into sums over neighbours, and `e` splits a tuple into its first entry and the rest. The proof then compares both sides for each $t$. If $t$ has a repeated entry, both sides vanish. If not, the extended tuple is injective exactly when $i$ lies outside the image of $t$, and `h4` is the subtraction displayed above.

`occ_mul_bodySum` is the backward reading. Its `h1` evaluates the free term and `h2` identifies $g'$ with $m_a f$; here `occ x a` is $m_a(x)$, because `occ` accepts any finite family of states.

In `bodySum_polynomial` the induction hypothesis holds for all kernels of $k$ arguments, as the recursion requires. The `choose` step turns it into a function `P` from kernels to polynomials, from which the next polynomial is assembled. The first remaining goal is the degree bound, obtained from the bounds for sums, products and differences; the second is the evaluation, which follows from `bodySum_succ`.

`pair_sum` applies the recursion once to obtain the one-neighbour formula `h1`, and once more to reach pairs.
